# Frobenius–Schur means −1, 0 and +1 in three examples, and the spin symmetries of Kramers matrices

## Which signs do three small groups give, and what does spin symmetry leave of a Kramers matrix?

I would take the quaternion group, which is the spin double group of D₂, as a concrete set of eight 2×2 matrices, ±1 and ±iσ_k with σ_k the Pauli matrices (k = x, y, z), and not as an abstract group with a representation attached. Averaging the trace of g² over it should give −1. The same average should be 0 for the fourth roots of unity, with i represented by itself, and +1 for the sign character of {1, −1}.

I also believe that a time-reversal symmetric matrix [[A, B], [−B̄, Ā]] commutes with diag(1, −1) exactly when B = 0, and also with the swap of spin blocks exactly when, in addition, A is real. Can all this be stated and proved in Lean?

## Counting squares and comparing blocks

Yes. For a finite group G and a character χ, the mean is

ν = (1/|G|) Σ_g χ(g²).

In the group of eight matrices, (±1)² = 1 and (±iσ_k)² = −σ_k² = −1. Two elements therefore contribute trace 2 and six contribute −2:

ν = (2·2 − 6·2)/8 = −1.

For a one-dimensional χ, write S = Σ_g χ(g²) and fix an element h. Since the values of χ are commuting numbers,

χ(h²) S = Σ_g χ((hg)²) = S,

because hg runs over the group as g does. If χ(h²) ≠ 1, then S = 0. For the fourth roots of unity take h = i, where χ(h²) = −1. For the signs, s² = 1 always, so ν = (1 + 1)/2 = 1.

Time reversal acts as v ↦ J v̄, with J = [[0, 1], [−1, 0]] in spin blocks. A matrix M = [[A, B], [C, D]] commutes with it when MJ = J M̄, that is,

[[−B, A], [−D, C]] = [[C̄, D̄], [−Ā, −B̄]].

This says C = −B̄ and D = Ā. For such an M, called a Kramers matrix here, the upper right blocks of M diag(1, −1) and diag(1, −1) M are −B and B, so commuting means B = 0. Then M = diag(A, Ā), and commuting with the swap requires A = Ā. Conversely, both conditions make the products agree.

In Lean, `frobeniusSchurMean` averages any complex function of g·g over a finite set. `spinElement` labels the eight matrices by a sign in `ℤˣ` and an index in `Fin 4`, where 0 is the unit matrix and 1, 2, 3 are iσ_x, iσ_y, iσ_z. The cyclic group is `rootsOfUnity 4 ℂ`, and {1, −1} is `ℤˣ`. The finite type `n` indexes spatial basis functions, taken to be real so that time reversal has the form above; `n ⊕ n` adds spin. Neither Hermiticity nor a particular Hamiltonian is assumed.

Besides the three examples, the only result on the means is that a one-dimensional character of a finite group with χ(h²) ≠ 1 for some h has mean 0. The general classification of irreducible representations as real, complex or quaternionic is not derived, and the block theorems do not use the means.

In a two-component SCF calculation with a finite real basis, the block form means that A and B determine a Fock matrix that commutes with time reversal. The matrices diag(1, −1) and the swap are σ_z and σ_x acting on spin. A Fock matrix that commutes with both also commutes with σ_y = iσ_xσ_z, and so with every spin rotation; together with time reversal this leaves one real block, which appears twice.

```lean
import Mathlib

open Matrix

namespace KramersFrobeniusSchur

noncomputable section

/-- The mean of `χ(g²)` over a nonempty finite set `S` of group elements. -/
def frobeniusSchurMean {M : Type*} [Monoid M] (S : Finset M) (χ : M → ℂ) : ℂ :=
  (∑ g ∈ S, χ (g * g)) / (S.card : ℂ)

/-- The unit matrix and the three matrices `iσ_x`, `iσ_y`, `iσ_z`. -/
def spinUnit : Fin 4 → Matrix (Fin 2) (Fin 2) ℂ :=
  ![1, Complex.I • !![0, 1; 1, 0], Complex.I • !![0, -Complex.I; Complex.I, 0],
    Complex.I • !![1, 0; 0, -1]]

/-- The matrices `±1`, `±iσ_k`, labelled by a sign and an index. -/
def spinElement (p : ℤˣ × Fin 4) : Matrix (Fin 2) (Fin 2) ℂ :=
  (((p.1 : ℤ) : ℂ)) • spinUnit p.2

/-- The eight matrices `±1`, `±iσ_k` are distinct. -/
theorem spinElement_injective : Function.Injective spinElement := by
  rintro ⟨s, k⟩ ⟨t, l⟩ h
  -- the first row already tells the eight matrices apart
  have h0 := congrFun (congrFun h 0) 0
  have h1 := congrFun (congrFun h 0) 1
  clear h
  revert h0 h1
  rcases Int.units_eq_one_or s with rfl | rfl <;>
    rcases Int.units_eq_one_or t with rfl | rfl <;>
    fin_cases k <;> fin_cases l <;>
    norm_num [spinElement, spinUnit, Complex.ext_iff]

/-- The set of the eight matrices `±1`, `±iσ_k` acting on a two-component spinor. -/
def spinGroup : Finset (Matrix (Fin 2) (Fin 2) ℂ) :=
  Finset.univ.map ⟨spinElement, spinElement_injective⟩

/-- The matrices `±1` square to `1`, and the matrices `±iσ_k` square to `-1`. -/
theorem spinElement_sq (p : ℤˣ × Fin 4) :
    spinElement p * spinElement p = (if p.2 = 0 then (1 : ℂ) else -1) • 1 := by
  obtain ⟨s, k⟩ := p
  rcases Int.units_eq_one_or s with rfl | rfl <;> fin_cases k <;>
    ext i j <;> fin_cases i <;> fin_cases j <;>
    simp [spinElement, spinUnit, Matrix.mul_apply, Matrix.one_apply, Fin.sum_univ_two]

/-- The product of two of the matrices `1`, `iσ_k` is again one of them up to sign. -/
theorem spinUnit_mul (k l : Fin 4) :
    ∃ (e : ℤˣ) (m : Fin 4), spinUnit k * spinUnit l = spinElement (e, m) := by
  -- multiplication table of the quaternion units
  refine ⟨(![![1, 1, 1, 1], ![1, -1, -1, 1], ![1, 1, -1, -1], ![1, -1, 1, -1]] :
      Fin 4 → Fin 4 → ℤˣ) k l,
    (![![0, 1, 2, 3], ![1, 0, 3, 2], ![2, 3, 0, 1], ![3, 2, 1, 0]] :
      Fin 4 → Fin 4 → Fin 4) k l, ?_⟩
  fin_cases k <;> fin_cases l <;> ext i j <;> fin_cases i <;> fin_cases j <;>
    simp [spinElement, spinUnit, Matrix.mul_apply, Matrix.one_apply, Fin.sum_univ_two]

/-- The matrices `±1`, `±iσ_k` form a group: they contain the unit matrix, and are closed
under products and inverses. -/
theorem spinGroup_isGroup :
    1 ∈ spinGroup ∧ (∀ g ∈ spinGroup, ∀ h ∈ spinGroup, g * h ∈ spinGroup) ∧
      ∀ g ∈ spinGroup, ∃ h ∈ spinGroup, g * h = 1 := by
  have hmem : ∀ p, spinElement p ∈ spinGroup := fun p =>
    Finset.mem_map.mpr ⟨p, Finset.mem_univ p, rfl⟩
  have hmul : ∀ g ∈ spinGroup, ∀ h ∈ spinGroup, g * h ∈ spinGroup := by
    intro g hg h hh
    obtain ⟨⟨s, k⟩, -, rfl⟩ := Finset.mem_map.mp hg
    obtain ⟨⟨t, l⟩, -, rfl⟩ := Finset.mem_map.mp hh
    obtain ⟨e, m, he⟩ := spinUnit_mul k l
    have key : spinElement (s, k) * spinElement (t, l) = spinElement (s * t * e, m) := by
      simp only [spinElement] at he ⊢
      rw [Matrix.smul_mul, Matrix.mul_smul, he, smul_smul, smul_smul]
      push_cast
      rfl
    change spinElement (s, k) * spinElement (t, l) ∈ spinGroup
    rw [key]
    exact hmem _
  refine ⟨?_, hmul, ?_⟩
  · have h1 : spinElement (1, 0) = 1 := by simp [spinElement, spinUnit]
    rw [← h1]
    exact hmem _
  · intro g hg
    -- the fourth power of every element is one, so the inverse is the cube
    refine ⟨g * (g * g), hmul g hg _ (hmul g hg g hg), ?_⟩
    obtain ⟨p, -, rfl⟩ := Finset.mem_map.mp hg
    change spinElement p * (spinElement p * (spinElement p * spinElement p)) = 1
    rw [← mul_assoc, spinElement_sq]
    split_ifs <;> simp

/-- For the group of `±1`, `±iσ_k` on `ℂ²`, the Frobenius-Schur mean of the trace
is `-1`. -/
theorem spinGroup_mean : frobeniusSchurMean spinGroup Matrix.trace = -1 := by
  unfold frobeniusSchurMean spinGroup
  rw [Finset.sum_map, Finset.card_map]
  simp only [Function.Embedding.coeFn_mk, spinElement_sq, Matrix.trace_smul,
    Matrix.trace_one, Fintype.sum_prod_type, Fin.sum_univ_four]
  norm_num [Fintype.card_units_int, show (2 : Fin 4) ≠ 0 by decide,
    show (3 : Fin 4) ≠ 0 by decide]

/-- If a one-dimensional character of a finite group has `χ(h²) ≠ 1` for some element `h`,
its Frobenius-Schur mean is zero. -/
theorem character_mean_eq_zero {G : Type*} [Group G] [Fintype G] (χ : G →* ℂ) (h : G)
    (hh : χ (h * h) ≠ 1) : frobeniusSchurMean Finset.univ χ = 0 := by
  -- translating the sum by `h` multiplies it by `χ(h²)`
  have key : χ (h * h) * ∑ g, χ (g * g) = ∑ g, χ (g * g) := by
    rw [Finset.mul_sum]
    refine Fintype.sum_equiv (Equiv.mulLeft h) _ _ (fun g => ?_)
    simp only [Equiv.coe_mulLeft, map_mul]
    ring
  have hz : (χ (h * h) - 1) * ∑ g, χ (g * g) = 0 := by linear_combination key
  have hs := (mul_eq_zero.mp hz).resolve_left (sub_ne_zero.mpr hh)
  unfold frobeniusSchurMean
  rw [hs, zero_div]

/-- For the cyclic group of the fourth roots of unity, the character that sends the
generator `i` to `i` has Frobenius-Schur mean `0`. -/
theorem cyclicFour_mean [Fintype (rootsOfUnity 4 ℂ)] :
    frobeniusSchurMean (Finset.univ : Finset (rootsOfUnity 4 ℂ))
      (fun g => ((g : ℂˣ) : ℂ)) = 0 := by
  have hI : Units.mk0 Complex.I Complex.I_ne_zero ∈ rootsOfUnity 4 ℂ := by
    rw [mem_rootsOfUnity]
    exact Units.ext (by simp [Complex.I_pow_four])
  refine character_mean_eq_zero
    ((Units.coeHom ℂ).comp (rootsOfUnity 4 ℂ).subtype) ⟨_, hI⟩ ?_
  change Complex.I * Complex.I ≠ 1
  rw [Complex.I_mul_I]
  norm_num

/-- The sign character of the group `{1, -1}` has Frobenius-Schur mean `1`. -/
theorem sign_mean :
    frobeniusSchurMean (Finset.univ : Finset ℤˣ) (fun s => ((s : ℤ) : ℂ)) = 1 := by
  simp [frobeniusSchurMean, Int.units_mul_self]

variable {n : Type*} [Fintype n] [DecidableEq n]

/-- The two-component matrix `[[A, B], [-conj B, conj A]]` in spin-up and spin-down blocks. -/
def kramersMatrix (A B : Matrix n n ℂ) : Matrix (n ⊕ n) (n ⊕ n) ℂ :=
  fromBlocks A B (-(B.map (starRingEnd ℂ))) (A.map (starRingEnd ℂ))

/-- A two-component matrix `M` commutes with time reversal, `v ↦ J conj v` with
`J = [[0, 1], [-1, 0]]`, exactly when it has the form `[[A, B], [-conj B, conj A]]`. -/
theorem timeReversal_iff (A B C D : Matrix n n ℂ) :
    fromBlocks A B C D * fromBlocks 0 1 (-1) 0 =
      fromBlocks 0 1 (-1) 0 * (fromBlocks A B C D).map (starRingEnd ℂ) ↔
    fromBlocks A B C D = kramersMatrix A B := by
  unfold kramersMatrix
  rw [fromBlocks_map, fromBlocks_multiply, fromBlocks_multiply, fromBlocks_inj,
    fromBlocks_inj]
  constructor
  · rintro ⟨h11, h12, -, -⟩
    have hC : -B = C.map (starRingEnd ℂ) := by simpa using h11
    have hD : A = D.map (starRingEnd ℂ) := by simpa using h12
    refine ⟨rfl, rfl, ?_, ?_⟩
    · ext i j
      have e : -B i j = starRingEnd ℂ (C i j) := congrFun (congrFun hC i) j
      have e' := congrArg (starRingEnd ℂ) e
      rw [map_neg, Complex.conj_conj] at e'
      exact e'.symm
    · rw [hD]
      ext i j
      simp
  · rintro ⟨-, -, rfl, rfl⟩
    refine ⟨?_, ?_, ?_, ?_⟩ <;> ext i j <;> simp

/-- A matrix `[[A, B], [-conj B, conj A]]` commutes with `diag(1, -1)` exactly when the
spin-flip block `B` vanishes. -/
theorem commute_spinZ_iff (A B : Matrix n n ℂ) :
    kramersMatrix A B * fromBlocks 1 0 0 (-1) = fromBlocks 1 0 0 (-1) * kramersMatrix A B ↔
      B = 0 := by
  unfold kramersMatrix
  constructor
  · intro h
    rw [fromBlocks_multiply, fromBlocks_multiply, fromBlocks_inj] at h
    have hB : -B = B := by simpa using h.2.1
    ext i j
    have e : -B i j = B i j := congrFun (congrFun hB i) j
    change B i j = 0
    linear_combination (-1 / 2 : ℂ) * e
  · rintro rfl
    simp [fromBlocks_multiply]

/-- A matrix `[[A, B], [-conj B, conj A]]` commutes with both `diag(1, -1)` and the block
swap exactly when `B` vanishes and `A` is real. -/
theorem commute_spin_iff (A B : Matrix n n ℂ) :
    (kramersMatrix A B * fromBlocks 1 0 0 (-1) =
        fromBlocks 1 0 0 (-1) * kramersMatrix A B ∧
      kramersMatrix A B * fromBlocks 0 1 1 0 = fromBlocks 0 1 1 0 * kramersMatrix A B) ↔
    B = 0 ∧ ∀ i j, (A i j).im = 0 := by
  rw [commute_spinZ_iff]
  refine and_congr_right (fun hB => ?_)
  subst hB
  unfold kramersMatrix
  constructor
  · intro h i j
    rw [fromBlocks_multiply, fromBlocks_multiply, fromBlocks_inj] at h
    -- the swap exchanges `A` with its complex conjugate
    have hA : A = A.map (starRingEnd ℂ) := by simpa using h.2.1
    have e : A i j = starRingEnd ℂ (A i j) := congrFun (congrFun hA i) j
    exact Complex.conj_eq_iff_im.mp e.symm
  · intro h
    have hA : A.map (starRingEnd ℂ) = A := by
      ext i j
      exact Complex.conj_eq_iff_im.mpr (h i j)
    rw [hA]
    simp [fromBlocks_multiply]

end

end KramersFrobeniusSchur
```

```lean
#print axioms KramersFrobeniusSchur.spinGroup_isGroup
#print axioms KramersFrobeniusSchur.timeReversal_iff
#print axioms KramersFrobeniusSchur.commute_spinZ_iff
#print axioms KramersFrobeniusSchur.commute_spin_iff
```

```
'KramersFrobeniusSchur.spinGroup_isGroup' depends on axioms: [propext, Classical.choice, Quot.sound]
'KramersFrobeniusSchur.timeReversal_iff' depends on axioms: [propext, Classical.choice, Quot.sound]
'KramersFrobeniusSchur.commute_spinZ_iff' depends on axioms: [propext, Classical.choice, Quot.sound]
'KramersFrobeniusSchur.commute_spin_iff' depends on axioms: [propext, Classical.choice, Quot.sound]
```

`spinElement_sq` checks the squares case by case. `spinUnit_mul` supplies the multiplication table, from which `spinGroup_isGroup` obtains closure; the inverse of g is g³, since g⁴ = 1.

The spin mean turns on `Finset.map`, which accepts only an embedding: a function bundled with a proof that it is injective. Here that proof is `spinElement_injective`, which tells the matrices apart by their first rows. `Finset.sum_map` and `Finset.card_map` then replace the sum over matrices and their number by those of the eight labels, with no risk of a coincidence reducing the count.

In `character_mean_eq_zero`, `Equiv.mulLeft h` is the relabelling g ↦ hg, and the sum vanishes because (χ(h²) − 1)S = 0. `cyclicFour_mean` supplies h = i.

For the matrices, `fromBlocks_multiply` forms the products and `fromBlocks_inj` splits their equality into four block equations. The proofs then read off the blocks used above, entry by entry.

The translation argument also covers the m-th roots of unity for every m ≥ 3, again with each root represented by itself: h = exp(2πi/m) has h² ≠ 1, so the mean is 0.
